# With overlapping continuum and Dyson orbitals, the squared length-gauge dipole has a minimum over real origins but no upper bound

When a continuum bra `k` and a Dyson orbital `φ` overlap, the length-gauge dipole between them depends on the coordinate origin. With s = ⟨k|φ⟩ ≠ 0 and d_j = ⟨k|X_j|φ⟩, the theorem says that the squared norm of the dipole vector, taken over all real origins, has minimum ∑_j Im(d_j s*)²/|s|² and no upper bound. Here `k` is any complex-linear functional, the three X_j are any linear operators on a complex inner product space, and neither `k` nor `φ` need be normalised. The proof uses an earlier lemma to rewrite the set of attainable values as the half-line from `strengthFloor` upwards, whose least element is its endpoint. Against a supposed upper bound `B` it sets the larger of `strengthFloor` and `B + 1`, which lies in the half-line but exceeds `B`.

This version doesn't compile in Lean 4 with Mathlib:

```lean
import Mathlib

open scoped ComplexConjugate

namespace StrengthMinAndUnbounded

noncomputable section

variable {V : Type*} [NormedAddCommGroup V] [InnerProductSpace ℂ V]

/-- Length-gauge dipole component `⟨k| (X j - a j) |φ⟩` between a continuum bra `k` and
a Dyson orbital `φ`, with the coordinate origin placed at `a`. -/
def dipole (k : V →ₗ[ℂ] ℂ) (X : Fin 3 → V →ₗ[ℂ] V) (φ : V) (a : Fin 3 → ℝ)
    (j : Fin 3) : ℂ :=
  k (X j φ - (a j : ℂ) • φ)

/-- Squared norm of the dipole vector about the origin `a`. -/
def strength (k : V →ₗ[ℂ] ℂ) (X : Fin 3 → V →ₗ[ℂ] V) (φ : V) (a : Fin 3 → ℝ) : ℝ :=
  ∑ j, ‖dipole k X φ a j‖ ^ 2

/-- The origin with components `Re (d j * conj s) / |s|²`, where `d j = ⟨k|X j|φ⟩` and
`s = ⟨k|φ⟩`; meant for `s ≠ 0`. -/
def bestOrigin (k : V →ₗ[ℂ] ℂ) (X : Fin 3 → V →ₗ[ℂ] V) (φ : V) (j : Fin 3) : ℝ :=
  (k (X j φ) * conj (k φ)).re / ‖k φ‖ ^ 2

/-- The number `∑ j, Im (d j * conj s)² / |s|²`, where `d j = ⟨k|X j|φ⟩` and
`s = ⟨k|φ⟩`; meant for `s ≠ 0`. -/
def strengthFloor (k : V →ₗ[ℂ] ℂ) (X : Fin 3 → V →ₗ[ℂ] V) (φ : V) : ℝ :=
  ∑ j, (k (X j φ) * conj (k φ)).im ^ 2 / ‖k φ‖ ^ 2

/-- Moving the origin to `a` subtracts the overlap times `a` from the dipole vector. -/
theorem dipole_eq (k : V →ₗ[ℂ] ℂ) (X : Fin 3 → V →ₗ[ℂ] V) (φ : V) (a : Fin 3 → ℝ)
    (j : Fin 3) : dipole k X φ a j = k (X j φ) - k φ * (a j : ℂ) := by
  simp only [dipole, map_sub, map_smul, smul_eq_mul]
  ring

/-- Completing the square for one dipole component `d` with nonzero overlap `s` and a real
origin shift `a`. -/
theorem norm_sq_shift {s : ℂ} (hs : s ≠ 0) (d : ℂ) (a : ℝ) :
    ‖d - s * (a : ℂ)‖ ^ 2 = (d * conj s).im ^ 2 / ‖s‖ ^ 2
      + ‖s‖ ^ 2 * (a - (d * conj s).re / ‖s‖ ^ 2) ^ 2 := by
  have hN : ‖s‖ ^ 2 ≠ 0 := pow_ne_zero 2 (norm_ne_zero_iff.mpr hs)
  -- the identity with the denominator cleared
  have key : ‖s‖ ^ 2 * ‖d - s * (a : ℂ)‖ ^ 2
      = (d * conj s).im ^ 2 + (‖s‖ ^ 2 * a - (d * conj s).re) ^ 2 := by
    simp only [Complex.sq_norm, Complex.normSq_apply, Complex.sub_re, Complex.sub_im,
      Complex.mul_re, Complex.mul_im, Complex.conj_re, Complex.conj_im,
      Complex.ofReal_re, Complex.ofReal_im]
    ring
  have e1 : ‖s‖ ^ 2 * ((d * conj s).re / ‖s‖ ^ 2) = (d * conj s).re := by field_simp
  have e2 : ‖s‖ ^ 2 * ((d * conj s).im ^ 2 / ‖s‖ ^ 2) = (d * conj s).im ^ 2 := by
    field_simp
  apply mul_left_cancel₀ hN
  rw [key]
  generalize (d * conj s).re / ‖s‖ ^ 2 = q at e1 ⊢
  generalize (d * conj s).im ^ 2 / ‖s‖ ^ 2 = p at e2 ⊢
  linear_combination -e2 + (2 * ‖s‖ ^ 2 * a - (d * conj s).re - ‖s‖ ^ 2 * q) * e1

/-- For nonzero overlap `s = ⟨k|φ⟩` the strength is a constant plus `|s|²` times the squared
distance of the origin from `bestOrigin`. -/
theorem strength_eq (k : V →ₗ[ℂ] ℂ) (X : Fin 3 → V →ₗ[ℂ] V) (φ : V) (hs : k φ ≠ 0)
    (a : Fin 3 → ℝ) : strength k X φ a = strengthFloor k X φ
      + ‖k φ‖ ^ 2 * ∑ j, (a j - bestOrigin k X φ j) ^ 2 := by
  unfold strength strengthFloor bestOrigin
  rw [Finset.mul_sum, ← Finset.sum_add_distrib]
  apply Finset.sum_congr rfl
  intro j _
  rw [dipole_eq, norm_sq_shift hs]

/-- For nonzero overlap, the strengths obtained from all real origins are exactly the
numbers at or above `strengthFloor`. -/
theorem range_strength (k : V →ₗ[ℂ] ℂ) (X : Fin 3 → V →ₗ[ℂ] V) (φ : V) (hs : k φ ≠ 0) :
    Set.range (strength k X φ) = Set.Ici (strengthFloor k X φ) := by
  ext y
  constructor
  · rintro ⟨a, rfl⟩
    rw [Set.mem_Ici, strength_eq k X φ hs]
    exact le_add_of_nonneg_right (by positivity)
  · intro hy
    have hy' : 0 ≤ y - strengthFloor k X φ := sub_nonneg.mpr hy
    have hn : ‖k φ‖ ≠ 0 := norm_ne_zero_iff.mpr hs
    -- move the origin along the first axis by the distance t
    obtain ⟨t, ht⟩ : ∃ t : ℝ, ‖k φ‖ ^ 2 * t ^ 2 = y - strengthFloor k X φ := by
      refine ⟨Real.sqrt (y - strengthFloor k X φ) / ‖k φ‖, ?_⟩
      rw [div_pow, Real.sq_sqrt hy']
      field_simp
    have hsum : ∑ j : Fin 3, ((bestOrigin k X φ j + if j = 0 then t else 0)
        - bestOrigin k X φ j) ^ 2 = t ^ 2 := by
      simp
    refine ⟨fun j => bestOrigin k X φ j + if j = 0 then t else 0, ?_⟩
    rw [strength_eq k X φ hs, hsum, ht]
    ring

/-- If the continuum and Dyson orbitals overlap, the length-gauge strength over all real origins has
minimum `∑ j, Im (d j * conj s)² / |s|²` and no upper bound. Here `d j = ⟨k|X j|φ⟩` and `s = ⟨k|φ⟩`.
-/
theorem strength_min_and_unbounded (k : V →ₗ[ℂ] ℂ) (X : Fin 3 → V →ₗ[ℂ] V) (φ : V)
    (hs : k φ ≠ 0) :
    IsLeast (Set.range (strength k X φ))
        (∑ j, (k (X j φ) * conj (k φ)).im ^ 2 / ‖k φ‖ ^ 2)
      ∧ ¬ BddAbove (Set.range (strength k X φ)) := by
  rw [range_strength k X φ hs]
  refine ⟨⟨le_refl (strengthFloor k X φ), fun y hy => hy⟩, ?_⟩
  rintro ⟨B, hB⟩
  have h := hB (show max (strengthFloor k X φ) (B + 1) ∈ Set.Ici (strengthFloor k X φ)
    from le_max_left _ _)
  linarith [le_max_right (strengthFloor k X φ) (B + 1)]

end

end StrengthMinAndUnbounded
```

The compiler's answer:

```
Main.lean:106:9: error: Type mismatch
  le_max_left ?m.156 ?m.157
has type
  ?m.156 ≤ max ?m.156 ?m.157
but is expected to have type
  max (strengthFloor k X φ) (B + 1) ∈ Set.Ici (strengthFloor k X φ)
```

The mended proof, as a diff:

```diff
@@ -104,5 +104,5 @@
   rintro ⟨B, hB⟩
   have h := hB (show max (strengthFloor k X φ) (B + 1) ∈ Set.Ici (strengthFloor k X φ)
-    from le_max_left _ _)
+    from Set.mem_Ici.mpr (le_max_left _ _))
   linarith [le_max_right (strengthFloor k X φ) (B + 1)]
 
```

The one error is in the step showing that `max (strengthFloor k X φ) (B + 1)` belongs to the half-line `Set.Ici (strengthFloor k X φ)`. The term given, `le_max_left _ _`, proves an inequality, while the `show` asks for a membership. The two say the same thing mathematically, since belonging to `Set.Ici a` means being at least `a`. But Lean had to match the inequality, its two arguments still unknown (`?m.156` and `?m.157` in the message), against a statement written with `∈`, and it did not turn the membership into the inequality it stands for. Hence the type mismatch.

The repair makes that conversion explicit. `Set.mem_Ici` states that membership in `Set.Ici` is equivalent to the inequality, and its `.mpr` direction turns a proof of the inequality into one of membership. `le_max_left _ _` is now needed only for a statement written with `≤`, from which Lean can fill in both arguments.
